# Variational polarizability of hydrogen: 4 from a r cos θ, 9/2 from (a r + b r²) cos θ, and no gain from higher polynomials

If the first-order response of hydrogen to a uniform field is taken to be the ground state times $a\,r\cos\theta$, with $a$ chosen to minimise the second-order energy functional, the polarizability comes out as 4 atomic units. Adding an $r^2\cos\theta$ term raises it to $9/2$, so the first answer was one ninth too small. The stationarity condition of the one-parameter calculation gives no sign of this, since it is satisfied exactly at the minimum. The second answer is stable: multiplying the ground state by $r\,p(r)\cos\theta$ instead, with $p$ any real polynomial, cannot raise it further. For this one-electron atom with a fixed nucleus, the comparison shows that a restricted response basis can lower a computed polarizability.

```lean
import Mathlib

open Polynomial MeasureTheory Filter
open scoped Topology

namespace HydrogenHylleraas

noncomputable section
```

## The functional and its ground-state average

Write $m=\cos\theta$. The ground state is $\psi_0=e^{-r}/\sqrt\pi$, and integrating $\psi_0^2$ over the azimuth leaves the weight $2r^2e^{-2r}\,dr\,dm$ on $r>0$, $-1\le m\le 1$. Its total is 1.

```lean
/-- Average over the hydrogen ground state of a function of `r` and `m = cos θ`. -/
def groundAverage (F : ℝ → ℝ → ℝ) : ℝ :=
  ∫ r in Set.Ioi (0 : ℝ), ∫ m in (-1 : ℝ)..1, F r m * (2 * r ^ 2 * Real.exp (-2 * r))
```

For a real, axially symmetric $f$, the chain rule gives $\partial_\theta f=-\sin\theta\,\partial_m f$, hence
$$|\nabla f|^2=(\partial_r f)^2+\frac{1-m^2}{r^2}(\partial_m f)^2 .$$
The definition uses true derivatives of $f$.

```lean
/-- Squared gradient of an axially symmetric function, in the coordinates `r` and `m = cos θ`. -/
def gradSq (f : ℝ → ℝ → ℝ) (r m : ℝ) : ℝ :=
  (deriv (fun s => f s m) r) ^ 2 + (1 - m ^ 2) / r ^ 2 * (deriv (fun u => f r u) m) ^ 2
```

Let $H_0$ be the hydrogen Hamiltonian, $E_0$ its ground-state energy, and $r m$ the perturbation per unit field. For a trial first-order function $f\psi_0$,
$$(H_0-E_0)f\psi_0=-\frac{1}{2\psi_0}\nabla\cdot(\psi_0^2\nabla f).$$
Multiplying by $f\psi_0$ and integrating by parts gives $\tfrac12\langle|\nabla f|^2\rangle$, so the second-order energy functional is
$$J[f]=\tfrac12\langle|\nabla f|^2\rangle+2\langle r m f\rangle .$$
The first-order energy $\langle rm\rangle$ vanishes by parity. The code takes this form of $J$ as its definition, `hylleraas`.

```lean
/-- Hylleraas functional for the perturbation `r cos θ`; the trial first-order wavefunction is
`f` times the ground state. -/
def hylleraas (f : ℝ → ℝ → ℝ) : ℝ :=
  groundAverage (gradSq f) / 2 + 2 * groundAverage (fun r m => r * m * f r m)
```

The energy at second order in the field strength $\mathcal E$ is $-\alpha\,\mathcal E^2/2$, where $\alpha$ is the polarizability. A trial family therefore has the variational polarizability $-2\inf J$. In Lean the family is a function `F` from an index type `ι` to trial functions.

```lean
/-- Variational polarizability of a family of trial functions: minus twice the infimum of the
Hylleraas functional over the family. -/
def polarizability {ι : Type} (F : ι → ℝ → ℝ → ℝ) : ℝ :=
  -2 * sInf (Set.range fun i => hylleraas (F i))
```

The largest family considered is $f=r\,p(r)\,m$, with `p : ℝ[X]`.

```lean
/-- Trial function `r p(r) cos θ` with a polynomial `p`. -/
def dipole (p : ℝ[X]) (r m : ℝ) : ℝ := r * p.eval r * m
```

## Radial integrals by a primitive

For a polynomial $P$, $P(r)e^{-r}\to0$, so $P(r)e^{-2r}$ is eventually bounded by a multiple of $e^{-r}$ and is integrable. The proof uses this comparison.

```lean
/-- A polynomial times `exp (-2r)` is integrable over `r > 0`. -/
theorem integrable_poly (P : ℝ[X]) :
    IntegrableOn (fun r : ℝ => P.eval r * Real.exp (-2 * r)) (Set.Ioi 0) := by
  refine integrable_of_isBigO_exp_neg (b := 1) one_pos
    (P.continuous.mul (by fun_prop)).continuousOn ?_
  have h := (P.tendsto_div_exp_atTop.isBigO_one ℝ).mul
    (Asymptotics.isBigO_refl (fun x : ℝ => Real.exp (-1 * x)) atTop)
  refine h.congr (fun x => ?_) (fun x => one_mul _)
  have e : -x + -1 * x = -2 * x := by ring
  rw [div_eq_mul_inv, ← Real.exp_neg, mul_assoc, ← Real.exp_add, e]
```

The integral is then linear in $P$:
$$I(P)=\int_0^\infty P(r)e^{-2r}\,dr .$$

```lean
/-- The integral of a polynomial times `exp (-2r)` over `r > 0`, as a linear functional. -/
def radial : ℝ[X] →ₗ[ℝ] ℝ where
  toFun P := ∫ r in Set.Ioi (0 : ℝ), P.eval r * Real.exp (-2 * r)
  map_add' P Q := by
    simp only [eval_add, add_mul]
    exact integral_add (integrable_poly P) (integrable_poly Q)
  map_smul' c P := by
    simp only [eval_smul, smul_eq_mul, mul_assoc, RingHom.id_apply]
    exact integral_const_mul c _
```

If $P=R'-2R$ for a polynomial $R$, then $(Re^{-2r})'=Pe^{-2r}$. The boundary term at infinity vanishes, leaving $I(P)=-R(0)$. In the proof, `hd` is the derivative and `ht` the limit.

```lean
/-- Radial integration by parts: if `P = R' - 2R`, the integral of `P exp (-2r)` is `-R(0)`. -/
theorem radial_of_primitive (P R : ℝ[X])
    (h : ∀ r, P.eval r = (derivative R).eval r - 2 * R.eval r) : radial P = -R.eval 0 := by
  have hd : ∀ r ∈ Set.Ici (0 : ℝ), HasDerivAt (fun r : ℝ => R.eval r * Real.exp (-2 * r))
      (P.eval r * Real.exp (-2 * r)) r := by
    intro r _
    have he : HasDerivAt (fun r : ℝ => Real.exp (-2 * r)) (Real.exp (-2 * r) * (-2)) r :=
      (((hasDerivAt_id' r).const_mul (-2 : ℝ)).congr_deriv (mul_one _)).exp
    exact ((R.hasDerivAt r).fun_mul he).congr_deriv (by rw [h]; ring)
  -- the boundary term at infinity vanishes
  have ht : Tendsto (fun r : ℝ => R.eval r * Real.exp (-2 * r)) atTop (𝓝 0) := by
    have h0 := R.tendsto_div_exp_atTop.mul Real.tendsto_exp_neg_atTop_nhds_zero
    rw [mul_zero] at h0
    refine h0.congr fun x => ?_
    have e : -x + -x = -2 * x := by ring
    rw [div_eq_mul_inv, ← Real.exp_neg, mul_assoc, ← Real.exp_add, e]
  have hi := integral_Ioi_of_hasDerivAt_of_tendsto' hd (integrable_poly P) ht
  change (∫ r in Set.Ioi (0 : ℝ), P.eval r * Real.exp (-2 * r)) = _
  rw [hi]
  simp
```

## Integrating out the angle

Since $\int_{-1}^1m^2\,dm=2/3$ and $\int_{-1}^1dm=2$,

```lean
/-- Integral over `m = cos θ` of a quadratic angular profile. -/
theorem angular_integral (A B : ℝ) :
    ∫ m in (-1 : ℝ)..1, (A * m ^ 2 + B) = 2 / 3 * A + 2 * B := by
  rw [intervalIntegral.integral_add
    ((by fun_prop : Continuous fun m : ℝ => A * m ^ 2).intervalIntegrable _ _)
    ((by fun_prop : Continuous fun _ : ℝ => B).intervalIntegrable _ _),
    intervalIntegral.integral_const_mul, integral_pow, intervalIntegral.integral_const,
    smul_eq_mul]
  push_cast
  ring
```

For $f=r p m$ we have $\partial_rf=(p+rp')m$ and $\partial_mf=rp$, so
$$|\nabla f|^2=\big[(p+rp')^2-p^2\big]m^2+p^2 .$$
The angular integral is $\tfrac23(p+rp')^2+\tfrac43p^2$. Multiplying by $2r^2$ gives the radial polynomial
$$K_p=r^2\left[\tfrac43(p+rp')^2+\tfrac83p^2\right].$$

```lean
/-- Radial polynomial of the averaged squared gradient of `r p(r) cos θ`. -/
def kineticPoly (p : ℝ[X]) : ℝ[X] :=
  X ^ 2 * (C (4 / 3) * (p + X * derivative p) ^ 2 + C (8 / 3) * p ^ 2)
```

Likewise $rm\,f=r^2p\,m^2$ integrates to $\tfrac23r^2p$, and the weight turns this into $C_p=\tfrac43r^4p$.

```lean
/-- Radial polynomial of the averaged product of `r cos θ` and `r p(r) cos θ`. -/
def couplingPoly (p : ℝ[X]) : ℝ[X] := C (4 / 3) * X ^ 4 * p
```

The next two theorems confirm that the double integrals equal $I(K_p)$ and $I(C_p)$. In each, `key` is the pointwise identity in $m$; the first also computes the two partial derivatives.

```lean
/-- The averaged squared gradient of `r p(r) cos θ` as a radial integral. -/
theorem average_gradSq (p : ℝ[X]) :
    groundAverage (gradSq (dipole p)) = radial (kineticPoly p) := by
  change (∫ r in Set.Ioi (0 : ℝ), ∫ m in (-1 : ℝ)..1,
    gradSq (dipole p) r m * (2 * r ^ 2 * Real.exp (-2 * r))) =
    ∫ r in Set.Ioi (0 : ℝ), (kineticPoly p).eval r * Real.exp (-2 * r)
  refine setIntegral_congr_fun measurableSet_Ioi fun r hr => ?_
  have hr0 : r ≠ 0 := ne_of_gt hr
  have key : ∀ m : ℝ, gradSq (dipole p) r m * (2 * r ^ 2 * Real.exp (-2 * r)) =
      (((p.eval r + r * (derivative p).eval r) ^ 2 - p.eval r ^ 2) *
        (2 * r ^ 2 * Real.exp (-2 * r))) * m ^ 2 +
      p.eval r ^ 2 * (2 * r ^ 2 * Real.exp (-2 * r)) := by
    intro m
    have h1 : HasDerivAt (fun s => s * p.eval s * m)
        ((p.eval r + r * (derivative p).eval r) * m) r :=
      (((hasDerivAt_id' r).fun_mul (p.hasDerivAt r)).mul_const m).congr_deriv (by ring)
    have h2 : HasDerivAt (fun u => r * p.eval r * u) (r * p.eval r) m :=
      ((hasDerivAt_id' m).const_mul (r * p.eval r)).congr_deriv (mul_one _)
    have h3 : (1 - m ^ 2) / r ^ 2 * (r * p.eval r) ^ 2 = (1 - m ^ 2) * p.eval r ^ 2 := by
      field_simp
    simp only [gradSq, dipole]
    rw [h1.deriv, h2.deriv, h3]
    ring
  simp only [key, angular_integral, kineticPoly, eval_mul, eval_add, eval_pow, eval_X, eval_C]
  ring

/-- The averaged product of `r cos θ` and `r p(r) cos θ` as a radial integral. -/
theorem average_coupling (p : ℝ[X]) :
    groundAverage (fun r m => r * m * dipole p r m) = radial (couplingPoly p) := by
  change (∫ r in Set.Ioi (0 : ℝ), ∫ m in (-1 : ℝ)..1,
    r * m * dipole p r m * (2 * r ^ 2 * Real.exp (-2 * r))) =
    ∫ r in Set.Ioi (0 : ℝ), (couplingPoly p).eval r * Real.exp (-2 * r)
  refine setIntegral_congr_fun measurableSet_Ioi fun r _ => ?_
  have key : ∀ m : ℝ, r * m * dipole p r m * (2 * r ^ 2 * Real.exp (-2 * r)) =
      (2 * r ^ 4 * p.eval r * Real.exp (-2 * r)) * m ^ 2 + 0 := by
    intro m
    simp only [dipole]
    ring
  simp only [key, angular_integral, couplingPoly, eval_mul, eval_pow, eval_X, eval_C]
  ring
```

## Two parameters

Put $p=a+br$, so that $p+rp'=a+2br$. Then
$$\tfrac12K_p+2C_p=2a^2r^2+\tfrac{16}{3}ab\,r^3+\left(4b^2+\tfrac83a\right)r^4+\tfrac83b\,r^5 .$$
With $\int_0^\infty r^ne^{-2r}dr=n!/2^{n+1}$, the moments for $n=2,3,4,5$ are $\tfrac14,\tfrac38,\tfrac34,\tfrac{15}8$, and
$$J=\tfrac12a^2+2ab+3b^2+2a+5b .$$
The Lean proof replaces the moments by an explicit $R$ satisfying $R'-2R=\tfrac12K_p+2C_p$. Its coefficients follow from the highest power downwards, and $-R(0)$ is the result.

```lean
/-- The Hylleraas functional of `(a r + b r²) cos θ` is a quadratic polynomial in `a` and `b`. -/
theorem hylleraas_two_parameter (a b : ℝ) :
    hylleraas (fun r m => (a * r + b * r ^ 2) * m) =
      a ^ 2 / 2 + 2 * a * b + 3 * b ^ 2 + 2 * a + 5 * b := by
  have e : (fun r m : ℝ => (a * r + b * r ^ 2) * m) = dipole (C a + C b * X) := by
    funext r m
    simp only [dipole, eval_add, eval_mul, eval_C, eval_X]
    ring
  -- an explicit primitive replaces the table of radial moments
  have k := radial_of_primitive
    ((1 / 2 : ℝ) • kineticPoly (C a + C b * X) + (2 : ℝ) • couplingPoly (C a + C b * X))
    (C (-(a ^ 2 / 2 + 2 * a * b + 3 * b ^ 2 + 2 * a + 5 * b))
      + C (-(a ^ 2 + 4 * a * b + 6 * b ^ 2 + 4 * a + 10 * b)) * X
      + C (-(a ^ 2 + 4 * a * b + 6 * b ^ 2 + 4 * a + 10 * b)) * X ^ 2
      + C (-(8 / 3 * a * b + 4 * b ^ 2 + 8 / 3 * a + 20 / 3 * b)) * X ^ 3
      + C (-(2 * b ^ 2 + 4 / 3 * a + 10 / 3 * b)) * X ^ 4 + C (-(4 / 3 * b)) * X ^ 5)
    (by
      intro r
      simp only [kineticPoly, couplingPoly, derivative_add, derivative_mul, derivative_C,
        derivative_X, derivative_X_pow, eval_add, eval_mul, eval_pow, eval_smul, eval_C, eval_X,
        eval_zero, eval_one, smul_eq_mul, Nat.cast_ofNat, Nat.reduceSub]
      ring)
  rw [map_add, map_smul, map_smul] at k
  simp only [smul_eq_mul, eval_add, eval_mul, eval_pow, eval_C, eval_X] at k
  rw [e, hylleraas, average_gradSq, average_coupling]
  linear_combination k
```

As a numerical instance, take $a=-2$, $b=0$. Then $K_p=16r^2$ and $C_p=-\tfrac83r^4$, with integrals $4$ and $-2$. Hence $J=\tfrac12\cdot4+2\cdot(-2)=-2$.

Completing squares gives
$$J=\tfrac12(a+2b+2)^2+\left(b+\tfrac12\right)^2-\tfrac94,$$
and for $b=0$, $J=\tfrac12(a+2)^2-2$. The minima are $-9/4$, only at $(a,b)=(-1,-\tfrac12)$, and $-2$, only at $a=-2$. The proof passes these squares to `nlinarith`; at equality each square must vanish.

```lean
/-- On `a r cos θ` the minimum is `-2`, attained only at `a = -2`; on `(a r + b r²) cos θ` it is
`-9/4`, attained only at `a = -1`, `b = -1/2`. -/
theorem hylleraas_minima (a b : ℝ) :
    (-2 ≤ hylleraas (fun r m => a * r * m) ∧
      (hylleraas (fun r m => a * r * m) = -2 ↔ a = -2)) ∧
    (-9 / 4 ≤ hylleraas (fun r m => (a * r + b * r ^ 2) * m) ∧
      (hylleraas (fun r m => (a * r + b * r ^ 2) * m) = -9 / 4 ↔ a = -1 ∧ b = -1 / 2)) := by
  have e : (fun r m : ℝ => a * r * m) = fun r m => (a * r + 0 * r ^ 2) * m := by
    funext r m
    ring
  rw [e, hylleraas_two_parameter, hylleraas_two_parameter]
  refine ⟨⟨by nlinarith [sq_nonneg (a + 2)], fun h => ?_, fun h => by rw [h]; norm_num⟩,
    ⟨by nlinarith [sq_nonneg (a + 2 * b + 2), sq_nonneg (b + 1 / 2)], fun h => ?_, ?_⟩⟩
  · have h0 : (a + 2) ^ 2 = 0 := by linear_combination 2 * h
    have h1 := pow_eq_zero_iff (two_ne_zero) |>.mp h0
    linarith
  · -- both squares in the completed form must vanish
    have hb : (b + 1 / 2) ^ 2 = 0 := by
      nlinarith [sq_nonneg (a + 2 * b + 2), sq_nonneg (b + 1 / 2)]
    have ha : (a + 2 * b + 2) ^ 2 = 0 := by
      nlinarith [sq_nonneg (a + 2 * b + 2), sq_nonneg (b + 1 / 2)]
    have hb1 := pow_eq_zero_iff (two_ne_zero) |>.mp hb
    have ha1 := pow_eq_zero_iff (two_ne_zero) |>.mp ha
    constructor <;> linarith
  · rintro ⟨rfl, rfl⟩
    norm_num
```

## Every polynomial radial factor

Let $f_1=-(r+\tfrac12r^2)m$, the two-parameter minimiser, and write $f=f_1+g$ with $g=r q m$, so $q=p+1+\tfrac12r$. Expanding,
$$J[f]=J[f_1]+\tfrac12\langle|\nabla g|^2\rangle+\langle\nabla f_1\cdot\nabla g\rangle+2\langle rm\,g\rangle .$$
After the angular integration, the last two terms have the radial polynomial
$$-\tfrac43r^2\left[(3+2r)q+r(1+r)q'\right]+\tfrac83r^4q=T'-2T,\qquad T=-\tfrac43(1+r)r^3q .$$
Since $T(0)=0$, they cancel. This is the first-order equation in weak form. With $J[f_1]=-\tfrac94$,
$$J[f]=-\tfrac94+\tfrac12\langle|\nabla(f-f_1)|^2\rangle .$$
The primitive in the proof is $T$ plus a fixed polynomial that accounts for $J[f_1]$.

```lean
/-- For every polynomial `p`, the functional of `r p(r) cos θ` is `-9/4` plus half the averaged
squared gradient of its deviation from `-(r + r²/2) cos θ`. -/
theorem hylleraas_complete_square (p : ℝ[X]) :
    hylleraas (dipole p) = -9 / 4 +
      groundAverage (gradSq fun r m => dipole p r m + (r + r ^ 2 / 2) * m) / 2 := by
  have e : (fun r m : ℝ => dipole p r m + (r + r ^ 2 / 2) * m) =
      dipole (p + C 1 + C (1 / 2) * X) := by
    funext r m
    simp only [dipole, eval_add, eval_mul, eval_C, eval_X]
    ring
  -- the cross term is a total derivative: the first-order equation in weak form
  have k := radial_of_primitive
    ((1 / 2 : ℝ) • kineticPoly p + (2 : ℝ) • couplingPoly p
      - (1 / 2 : ℝ) • kineticPoly (p + C 1 + C (1 / 2) * X))
    (C (-4 / 3) * (C 1 + X) * X ^ 3 * (p + C 1 + C (1 / 2) * X)
      + (C (9 / 4) + C (9 / 2) * X + C (9 / 2) * X ^ 2 + C (11 / 3) * X ^ 3
        + C (5 / 2) * X ^ 4 + C (2 / 3) * X ^ 5))
    (by
      intro r
      simp only [kineticPoly, couplingPoly, derivative_add, derivative_mul, derivative_C,
        derivative_X, derivative_X_pow, eval_add, eval_sub, eval_mul, eval_pow, eval_smul,
        eval_C, eval_X, eval_zero, eval_one, smul_eq_mul, Nat.cast_ofNat, Nat.reduceSub]
      ring)
  rw [map_sub, map_add, map_smul, map_smul, map_smul] at k
  simp only [smul_eq_mul, eval_add, eval_mul, eval_pow, eval_C, eval_X] at k
  rw [e, hylleraas, average_gradSq, average_coupling, average_gradSq]
  linear_combination k
```

The weight is positive and $1-m^2\ge0$, so the last average is nonnegative and the bound follows.

```lean
/-- No trial function `r p(r) cos θ` with polynomial `p` takes the functional below `-9/4`. -/
theorem hylleraas_lower_bound (p : ℝ[X]) : -9 / 4 ≤ hylleraas (dipole p) := by
  have h : 0 ≤ groundAverage (gradSq fun r m => dipole p r m + (r + r ^ 2 / 2) * m) := by
    refine setIntegral_nonneg measurableSet_Ioi fun r _ =>
      intervalIntegral.integral_nonneg (by norm_num) fun m hm => ?_
    have hm2 : 0 ≤ 1 - m ^ 2 := by nlinarith [hm.1, hm.2]
    unfold gradSq
    positivity
  rw [hylleraas_complete_square]
  linarith
```

The restriction to polynomial $p$ matters for this Lean functional. Take $p=-e^r$: the coupling average is $-\tfrac43\int_0^\infty r^4e^{-r}dr=-32$, while the squared-gradient average diverges. Lean assigns a divergent integral the value 0, so `hylleraas` would return $-64$, below $-9/4$. Physically, $f\psi_0$ is not normalisable and the functional is $+\infty$.

## The polarizabilities

Each lower bound is attained, so it is the infimum; this is `key` in the proof. Multiplying $-2$, $-\tfrac94$ and $-\tfrac94$ by $-2$ gives $4$, $\tfrac92$ and $\tfrac92$. For the polynomial family, the minimum is attained at $p=-1-\tfrac12r$.

```lean
/-- The variational polarizability is `4` for `a r cos θ`, and `9/2` both for
`(a r + b r²) cos θ` and for all `r p(r) cos θ` with polynomial `p`. -/
theorem polarizability_values :
    polarizability (fun (a : ℝ) r m => a * r * m) = 4 ∧
    polarizability (fun (c : ℝ × ℝ) r m => (c.1 * r + c.2 * r ^ 2) * m) = 9 / 2 ∧
    polarizability dipole = 9 / 2 := by
  -- an attained lower bound is the infimum
  have key : ∀ {ι : Type} (F : ι → ℝ → ℝ → ℝ) (i : ι) (c : ℝ), hylleraas (F i) = c →
      (∀ j, c ≤ hylleraas (F j)) → polarizability F = -2 * c := by
    intro ι F i c h1 h2
    have hl : IsLeast (Set.range fun j => hylleraas (F j)) c :=
      ⟨⟨i, h1⟩, by rintro _ ⟨j, rfl⟩; exact h2 j⟩
    rw [polarizability, hl.csInf_eq]
  refine ⟨?_, ?_, ?_⟩
  · rw [key (fun (a : ℝ) r m => a * r * m) (-2) (-2)
      ((hylleraas_minima (-2) 0).1.2.mpr rfl) (fun a => (hylleraas_minima a 0).1.1)]
    norm_num
  · rw [key (fun (c : ℝ × ℝ) r m => (c.1 * r + c.2 * r ^ 2) * m) (-1, -1 / 2) (-9 / 4)
      (by dsimp only; exact (hylleraas_minima (-1) (-1 / 2)).2.2.mpr ⟨rfl, rfl⟩)
      (fun c => (hylleraas_minima c.1 c.2).2.1)]
    norm_num
  · have e : dipole (C (-1) + C (-1 / 2) * X) =
        fun r m : ℝ => ((-1) * r + (-1 / 2) * r ^ 2) * m := by
      funext r m
      simp only [dipole, eval_add, eval_mul, eval_C, eval_X]
      ring
    rw [key dipole (C (-1) + C (-1 / 2) * X) (-9 / 4)
      (by rw [e]; exact (hylleraas_minima (-1) (-1 / 2)).2.2.mpr ⟨rfl, rfl⟩)
      hylleraas_lower_bound]
    norm_num

end

end HydrogenHylleraas
```

The theorem concerns these three families. That $9/2$ is also the exact static polarizability of nonrelativistic hydrogen with a fixed nucleus is not proved in Lean here. One route is to check pointwise that $f_1$ satisfies the first-order equation $(H_0-E_0)f_1\psi_0=-rm\,\psi_0$; the second-order energy is then $\langle rm f_1\rangle=-\tfrac94$.

```lean
#print axioms HydrogenHylleraas.polarizability_values
```

```
'HydrogenHylleraas.polarizability_values' depends on axioms: [propext, Classical.choice, Quot.sound]
```
